# Cubic site symmetry makes the p-orbital block of a finite one-particle Green's matrix scalar

Q: An atom sits on a cubic site of a crystal. Its three p orbitals hybridize with orbitals on the surrounding atoms, and a rotation about the site mixes those surrounding orbitals among themselves. I expect p_x, p_y and p_z to share one local Green's function, with no off-diagonal elements. But the symmetry belongs to the whole system, while the claim is about the p orbitals alone. Does a formal version really deal with that?

A: It does, for a non-interacting model with a finite bath and no spin–orbit coupling. The Hamiltonian H is a complex matrix whose index is either one of three orbitals or a bath orbital. In Lean the index type is `Fin 3 ⊕ b`, with `b` any finite type, possibly empty. The orbitals p_x, p_y, p_z carry the labels 0, 1, 2.

```lean
import Mathlib

open Matrix

namespace CubicSiteSymmetry

noncomputable section

variable {n a b : Type*} [Fintype n] [DecidableEq n] [Fintype a] [DecidableEq a]
  [Fintype b] [DecidableEq b]
```

Q: Which rotations do you use?

A: Two, both present in every cubic point group. R is the half-turn about x, which keeps p_x and reverses the sign of p_y and p_z. P is the threefold rotation about the body diagonal, which takes p_x to p_y, p_y to p_z and p_z to p_x.

```lean
/-- The twofold rotation about the x axis, acting on the orbitals p_x, p_y, p_z. -/
def twofold : Matrix (Fin 3) (Fin 3) ℂ := !![1, 0, 0; 0, -1, 0; 0, 0, -1]

/-- The threefold rotation that permutes the three p orbitals cyclically. -/
def threefold : Matrix (Fin 3) (Fin 3) ℂ := !![0, 0, 1; 1, 0, 0; 0, 1, 0]
```

Q: And what do they do to the bath?

A: They act on it through matrices S and S'. The site is fixed, so a rotation never turns a p orbital into a bath orbital, and the full symmetry operations are block-diagonal: diag(R, S) and diag(P, S'). `IsCubic H S S'` says that H commutes with both.

```lean
/-- `X` commutes with both rotations, which act on the bath through `S` and `S'`. -/
def IsCubic (X : Matrix (Fin 3 ⊕ b) (Fin 3 ⊕ b) ℂ) (S S' : Matrix b b ℂ) : Prop :=
  X * fromBlocks twofold 0 0 S = fromBlocks twofold 0 0 S * X ∧
  X * fromBlocks threefold 0 0 S' = fromBlocks threefold 0 0 S' * X
```

Q: A real rotation is unitary. I see no such condition on S and S'.

A: None is needed. S and S' may be any square matrices, so the physical case is included. H need not be Hermitian either.

Q: How is the Green's matrix defined? I would write G = (z − H)⁻¹.

A: `IsGreen z H G` says that

(z − H) G = 1.

Such a G exists exactly when z is not an eigenvalue of H, and it is then the inverse. Writing z times the identity, with no overlap matrix, fixes an orthonormal basis.

```lean
/-- `G` is the Green's matrix of the Hamiltonian `H` at the complex energy `z`. -/
def IsGreen (z : ℂ) (H G : Matrix n n ℂ) : Prop := (z • 1 - H) * G = 1
```

Q: Start with the orbitals alone. Why must a 3×3 matrix M that commutes with R and P be scalar?

A: Let r₀ = 1 and r₁ = r₂ = −1 be the diagonal entries of R. The (i, j) entry of MR = RM reads

Mᵢⱼ rⱼ = rᵢ Mᵢⱼ.

When the signs differ, Mᵢⱼ = 0. This removes M₀₁, M₀₂, M₁₀ and M₂₀, but leaves M₁₂ and M₂₁. Commuting with P gives, with indices modulo 3,

Mᵢ₊₁,ⱼ₊₁ = Mᵢⱼ.

Hence M₁₂ = M₀₁ = 0, M₂₁ = M₁₀ = 0, and M₀₀ = M₁₁ = M₂₂. So M = M₀₀ · 1.

The Lean proof reads off the same entries with `congrFun`, combines them with `linear_combination`, and checks all nine positions with `fin_cases`.

```lean
/-- A matrix on the three p orbitals that commutes with both rotations is a scalar matrix. -/
theorem scalar_of_commute {M : Matrix (Fin 3) (Fin 3) ℂ}
    (hR : M * twofold = twofold * M) (hP : M * threefold = threefold * M) :
    M = M 0 0 • (1 : Matrix (Fin 3) (Fin 3) ℂ) := by
  -- the twofold rotation decouples the first orbital from the other two
  have h01 : M 0 1 = 0 := by
    have h := congrFun (congrFun hR 0) 1
    simp [twofold, Matrix.mul_apply, Fin.sum_univ_three] at h
    first | exact h | linear_combination (-1 / 2) * h
  have h02 : M 0 2 = 0 := by
    have h := congrFun (congrFun hR 0) 2
    simp [twofold, Matrix.mul_apply, Fin.sum_univ_three] at h
    first | exact h | linear_combination (-1 / 2) * h
  have h10 : M 1 0 = 0 := by
    have h := congrFun (congrFun hR 1) 0
    simp [twofold, Matrix.mul_apply, Fin.sum_univ_three] at h
    first | exact h | linear_combination (1 / 2) * h
  have h20 : M 2 0 = 0 := by
    have h := congrFun (congrFun hR 2) 0
    simp [twofold, Matrix.mul_apply, Fin.sum_univ_three] at h
    first | exact h | linear_combination (1 / 2) * h
  -- the threefold rotation carries each entry to the next along its diagonal
  have p12 := congrFun (congrFun hP 1) 1
  have p21 := congrFun (congrFun hP 2) 0
  have p11 := congrFun (congrFun hP 1) 0
  have p22 := congrFun (congrFun hP 2) 1
  simp [threefold, Matrix.mul_apply, Fin.sum_univ_three] at p12 p21 p11 p22
  have h12 : M 1 2 = 0 := by linear_combination p12 + h01
  have h21 : M 2 1 = 0 := by linear_combination p21 + h10
  have h22 : M 2 2 = M 0 0 := by linear_combination p22 + p11
  ext i j
  fin_cases i <;> fin_cases j <;> simp [h01, h02, h10, h20, h12, h21, p11, h22]
```

Q: Now the bath. Why does it not spoil the argument?

A: Write a matrix X in blocks, with X₁₁ the orbital block. The upper left block of X diag(R, S) is X₁₁R, because the other contribution is X₁₂ times zero. In the opposite order it is RX₁₁. If the two products agree, then

X₁₁ R = R X₁₁,

and S has disappeared. In Lean, `fromBlocks_multiply` forms the products and `fromBlocks_inj` compares the blocks.

```lean
omit [DecidableEq a] [DecidableEq b] in
/-- If a matrix commutes with a block-diagonal symmetry, its first diagonal block commutes
with the first block of that symmetry. -/
theorem block_commute {X : Matrix (a ⊕ b) (a ⊕ b) ℂ} {R : Matrix a a ℂ} {S : Matrix b b ℂ}
    (h : X * fromBlocks R 0 0 S = fromBlocks R 0 0 S * X) :
    X.toBlocks₁₁ * R = R * X.toBlocks₁₁ := by
  rw [← fromBlocks_toBlocks X, fromBlocks_multiply, fromBlocks_multiply] at h
  simpa using (fromBlocks_inj.mp h).1
```

Q: That needs G to commute with the symmetry, but you assumed it only for H.

A: G inherits it. Put A = z − H and let U commute with H. Then AU = UA, and

GU = GU(AG) = G(UA)G = G(AU)G = (GA)(UG) = UG.

The `calc` block in Lean is this chain.

```lean
/-- The Green's matrix commutes with every matrix that commutes with the Hamiltonian. -/
theorem green_commute {z : ℂ} {H G U : Matrix n n ℂ} (hG : IsGreen z H G)
    (hU : H * U = U * H) : G * U = U * G := by
  have hAG : (z • 1 - H) * G = 1 := hG
  have hGA : G * (z • 1 - H) = 1 := mul_eq_one_comm.mp hAG
  have hA : (z • 1 - H) * U = U * (z • 1 - H) := by
    rw [Matrix.sub_mul, Matrix.mul_sub, hU, Matrix.smul_mul, Matrix.mul_smul,
      Matrix.one_mul, Matrix.mul_one]
  calc G * U = G * U * ((z • 1 - H) * G) := by rw [hAG, Matrix.mul_one]
    _ = G * (U * (z • 1 - H)) * G := by simp only [Matrix.mul_assoc]
    _ = G * ((z • 1 - H) * U) * G := by rw [hA]
    _ = (G * (z • 1 - H)) * (U * G) := by simp only [Matrix.mul_assoc]
    _ = U * G := by rw [hGA, Matrix.one_mul]
```

Q: You used GA = 1 at the end, although the definition gives only AG = 1.

A: That is the point on which the proof turns, and Mathlib's `mul_eq_one_comm` supplies it: for these square matrices, AG = 1 holds exactly when GA = 1. The reason is finite dimension. If AG = 1, then G is injective, hence surjective, so every vector v has the form Gw, and

GAv = GAGw = Gw = v.

In infinite dimension this fails: shifting a sequence one place to the right and then back to the left restores it, while the reverse order loses the first entry. For an infinite bath and a general H, this proof would need GA = 1 as a separate assumption.

Q: So the main result is now a matter of assembly?

A: Yes. G commutes with both symmetry operations, its orbital block commutes with R and P, and therefore

G₁₁ = G₀₀ · 1.

Here G₁₁ is the 3×3 orbital block and G₀₀ is the p_x diagonal element, written `G (Sum.inl 0) (Sum.inl 0)` in the code. In a non-interacting impurity or cluster model with a finite bath, cubic site symmetry and no spin–orbit coupling, one complex function of z thus replaces nine matrix elements.

```lean
/-- With cubic site symmetry, the p-orbital block of the Green's matrix is a scalar matrix. -/
theorem green_orbital_block_scalar {z : ℂ} {H G : Matrix (Fin 3 ⊕ b) (Fin 3 ⊕ b) ℂ}
    {S S' : Matrix b b ℂ} (hH : IsCubic H S S') (hG : IsGreen z H G) :
    G.toBlocks₁₁ = G (Sum.inl 0) (Sum.inl 0) • (1 : Matrix (Fin 3) (Fin 3) ℂ) :=
  scalar_of_commute (block_commute (green_commute hG hH.1))
    (block_commute (green_commute hG hH.2))
```

Q: Does the same hold for spectral moments?

A: It does. If H commutes with U, so does Hᵏ for every k = 0, 1, 2, …, and the same two block arguments apply. For Hermitian H, the orbital block of Hᵏ is the k-th moment of the local spectral function. In Lean, `Commute.pow_left` passes from H to its powers.

```lean
/-- With cubic site symmetry, the p-orbital block of every power of the Hamiltonian is a
scalar matrix. -/
theorem moment_orbital_block_scalar {H : Matrix (Fin 3 ⊕ b) (Fin 3 ⊕ b) ℂ}
    {S S' : Matrix b b ℂ} (hH : IsCubic H S S') (k : ℕ) :
    (H ^ k).toBlocks₁₁ =
      (H ^ k) (Sum.inl 0) (Sum.inl 0) • (1 : Matrix (Fin 3) (Fin 3) ℂ) :=
  scalar_of_commute (block_commute (Commute.pow_left (show Commute H _ from hH.1) k).eq)
    (block_commute (Commute.pow_left (show Commute H _ from hH.2) k).eq)
```

Q: I usually eliminate the bath. Where does the hybridization enter?

A: Let g be the Green's matrix of the isolated bath, so (z − H₂₂)g = 1. This requires that z is not an eigenvalue of H₂₂ either. The first block column of (z − H)G = 1 gives

(z − H₁₁)G₁₁ − H₁₂G₂₁ = 1,

−H₂₁G₁₁ + (z − H₂₂)G₂₁ = 0.

Multiplying the second equation by g from the left gives G₂₁ = gH₂₁G₁₁. Inserting this in the first gives

(z − H₁₁ − H₁₂gH₂₁)G₁₁ = 1.

The Lean proof splits z − H into blocks, extracts these two equations and makes the same substitution. It needs g(z − H₂₂) = 1, so `mul_eq_one_comm` appears again. This Dyson equation has an embedding term, H₁₂gH₂₁, and no self-energy from electron interactions.

```lean
/-- Dyson equation: `z` minus the orbital block of `H` minus the hybridization matrix, multiplied by
the orbital block of the Green's matrix, is the identity. The hybridization matrix is built from the
couplings and the Green's matrix `g` of the bath. -/
theorem dyson {z : ℂ} {H G : Matrix (a ⊕ b) (a ⊕ b) ℂ} {g : Matrix b b ℂ}
    (hG : IsGreen z H G) (hg : IsGreen z H.toBlocks₂₂ g) :
    (z • 1 - H.toBlocks₁₁ - H.toBlocks₁₂ * g * H.toBlocks₂₁) * G.toBlocks₁₁ = 1 := by
  have hG' : (z • 1 - H) * G = 1 := hG
  have hg' : g * (z • 1 - H.toBlocks₂₂) = 1 := mul_eq_one_comm.mp hg
  have hA : z • 1 - H = fromBlocks (z • 1 - H.toBlocks₁₁) (-H.toBlocks₁₂)
      (-H.toBlocks₂₁) (z • 1 - H.toBlocks₂₂) := by
    ext i j
    rcases i with i | i <;> rcases j with j | j <;>
      simp [Matrix.one_apply, toBlocks₁₁, toBlocks₁₂, toBlocks₂₁, toBlocks₂₂]
  rw [hA, ← fromBlocks_toBlocks G, fromBlocks_multiply, ← fromBlocks_one] at hG'
  obtain ⟨h11, -, h21, -⟩ := fromBlocks_inj.mp hG'
  -- solve the bath row for the bath-orbital block
  have h : (z • 1 - H.toBlocks₂₂) * G.toBlocks₂₁ = H.toBlocks₂₁ * G.toBlocks₁₁ := by
    rw [Matrix.neg_mul] at h21
    exact (neg_add_eq_zero.mp h21).symm
  have hG21 : G.toBlocks₂₁ = g * H.toBlocks₂₁ * G.toBlocks₁₁ := by
    calc G.toBlocks₂₁ = g * (z • 1 - H.toBlocks₂₂) * G.toBlocks₂₁ := by
          rw [hg', Matrix.one_mul]
      _ = g * H.toBlocks₂₁ * G.toBlocks₁₁ := by
          rw [Matrix.mul_assoc, h, ← Matrix.mul_assoc]
  rw [hG21] at h11
  refine Eq.trans ?_ h11
  simp only [sub_eq_add_neg, Matrix.add_mul, Matrix.neg_mul, Matrix.mul_assoc]
```

Q: With cubic symmetry, is that embedding term scalar too?

A: Yes. Write D = H₁₂gH₂₁, ε for the p_x diagonal element of H, and δ = D₀₀. H₁₁ commutes with R and P, so H₁₁ = ε · 1. With G₁₁ = G₀₀ · 1, the matrix equation becomes

G₀₀ ((z − ε) · 1 − D) = 1.

Its (0, 0) entry is

(z − ε − δ)G₀₀ = 1.

So G₀₀ is nonzero, and multiplying the matrix equation by z − ε − δ gives (z − ε) · 1 − D = (z − ε − δ) · 1, which means D = δ · 1. The final `linear_combination` does this entry by entry, without a division.

```lean
/-- With cubic site symmetry the hybridization matrix is a scalar matrix, and the Dyson
equation reduces to a single equation for complex numbers. -/
theorem cubic_dyson {z : ℂ} {H G : Matrix (Fin 3 ⊕ b) (Fin 3 ⊕ b) ℂ}
    {S S' g : Matrix b b ℂ} (hH : IsCubic H S S') (hG : IsGreen z H G)
    (hg : IsGreen z H.toBlocks₂₂ g) :
    H.toBlocks₁₂ * g * H.toBlocks₂₁ =
      (H.toBlocks₁₂ * g * H.toBlocks₂₁) 0 0 • (1 : Matrix (Fin 3) (Fin 3) ℂ) ∧
    (z - H (Sum.inl 0) (Sum.inl 0) - (H.toBlocks₁₂ * g * H.toBlocks₂₁) 0 0) *
      G (Sum.inl 0) (Sum.inl 0) = 1 := by
  have hD := dyson hG hg
  have hE : H.toBlocks₁₁ = H (Sum.inl 0) (Sum.inl 0) • (1 : Matrix (Fin 3) (Fin 3) ℂ) :=
    scalar_of_commute (block_commute hH.1) (block_commute hH.2)
  rw [green_orbital_block_scalar hH hG, hE, Matrix.mul_smul, Matrix.mul_one] at hD
  generalize H.toBlocks₁₂ * g * H.toBlocks₂₁ = D at hD ⊢
  generalize H (Sum.inl 0) (Sum.inl 0) = e at hD ⊢
  generalize G (Sum.inl 0) (Sum.inl 0) = c at hD ⊢
  have entry : ∀ i j, c * (z * (1 : Matrix (Fin 3) (Fin 3) ℂ) i j
      - e * (1 : Matrix (Fin 3) (Fin 3) ℂ) i j - D i j)
      = (1 : Matrix (Fin 3) (Fin 3) ℂ) i j := by
    intro i j
    have h := congrFun (congrFun hD i) j
    simpa only [Matrix.smul_apply, Matrix.sub_apply, smul_eq_mul] using h
  have h00 : (z - e - D 0 0) * c = 1 := by
    have h := entry 0 0
    rw [Matrix.one_apply_eq] at h
    linear_combination h
  refine ⟨?_, h00⟩
  ext i j
  rw [Matrix.smul_apply, smul_eq_mul]
  linear_combination (z * (1 : Matrix (Fin 3) (Fin 3) ℂ) i j
    - e * (1 : Matrix (Fin 3) (Fin 3) ℂ) i j - D i j) * h00 - (z - e - D 0 0) * entry i j
```

Q: Would the half-turn have been enough by itself?

A: No. Without a bath, take H = diag(0, 1, 1), which splits p_x from the other two. It commutes with R, and at z = 2 its Green's matrix is diag(1/2, 1, 1).

```lean
/-- The twofold rotation alone is not enough: this Hamiltonian commutes with it, and its
Green's matrix at energy 2 is not a scalar matrix. -/
theorem twofold_not_enough :
    let H : Matrix (Fin 3) (Fin 3) ℂ := !![0, 0, 0; 0, 1, 0; 0, 0, 1]
    let G : Matrix (Fin 3) (Fin 3) ℂ := !![1 / 2, 0, 0; 0, 1, 0; 0, 0, 1]
    H * twofold = twofold * H ∧ IsGreen 2 H G ∧ ∀ c : ℂ, G ≠ c • 1 := by
  intro H G
  refine ⟨?_, ?_, ?_⟩
  · ext i j
    fin_cases i <;> fin_cases j <;> simp [H, twofold, Matrix.mul_apply, Fin.sum_univ_three]
  · unfold IsGreen
    ext i j
    fin_cases i <;> fin_cases j <;>
      simp [H, G, Matrix.mul_apply, Fin.sum_univ_three, Matrix.one_apply] <;> norm_num
  · intro c h
    have h0 : (1 / 2 : ℂ) = c := by simpa [G] using congrFun (congrFun h 0) 0
    have h1 : (1 : ℂ) = c := by simpa [G] using congrFun (congrFun h 1) 1
    rw [← h1] at h0
    norm_num at h0
```

Q: And the threefold rotation by itself?

A: That is not enough either. Take H = P, hopping in one direction around the three orbitals, which commutes with P trivially. Since P³ = 1,

(2 − P)⁻¹ = (4 + 2P + P²)/7,

which has nonzero off-diagonal elements. This H is not Hermitian, but the failure does not depend on that: P + Pᵀ also commutes with P, and a non-scalar H without a bath never has a scalar inverse of z − H.

```lean
/-- With the matrix `threefold` itself taken as the Hamiltonian, the Green's matrix at energy 2 is
not a scalar matrix. -/
theorem threefold_not_enough :
    let G : Matrix (Fin 3) (Fin 3) ℂ :=
      !![4 / 7, 1 / 7, 2 / 7; 2 / 7, 4 / 7, 1 / 7; 1 / 7, 2 / 7, 4 / 7]
    IsGreen 2 threefold G ∧ ∀ c : ℂ, G ≠ c • 1 := by
  intro G
  refine ⟨?_, ?_⟩
  · unfold IsGreen
    ext i j
    fin_cases i <;> fin_cases j <;>
      simp [threefold, G, Matrix.mul_apply, Fin.sum_univ_three, Matrix.one_apply] <;> norm_num
  · intro c h
    have h0 : (1 / 7 : ℂ) = 0 := by simpa [G] using congrFun (congrFun h 0) 1
    norm_num at h0
```

Q: Is there a system with a real bath that meets every assumption?

A: Couple each p orbital with unit strength to its own bath orbital, with all on-site energies zero, and let the bath orbitals rotate like the p orbitals, so S = R and S' = P. Then H² = 1, and at z = 2

G = (2 + H)/3, g = 1/2 · 1.

Hence G₀₀ = 2/3 and δ = 1/2, and the scalar equation reads (2 − 0 − 1/2) · 2/3 = 1. The Lean proof verifies the symmetry and G by block multiplication, and checks g directly on the bath block, which is zero.

```lean
/-- Three p orbitals, each coupled with unit strength to its own bath orbital, have cubic site
symmetry, and the Green's matrices of the whole system and of the bath at energy 2 are given. -/
theorem cubic_witness :
    let H : Matrix (Fin 3 ⊕ Fin 3) (Fin 3 ⊕ Fin 3) ℂ := fromBlocks 0 1 1 0
    IsCubic H twofold threefold ∧
    IsGreen 2 H (fromBlocks ((2 / 3 : ℂ) • 1) ((1 / 3 : ℂ) • 1)
      ((1 / 3 : ℂ) • 1) ((2 / 3 : ℂ) • 1)) ∧
    IsGreen 2 H.toBlocks₂₂ ((1 / 2 : ℂ) • 1) := by
  intro H
  refine ⟨?_, ?_, ?_⟩
  · constructor <;> simp [H, fromBlocks_multiply]
  · unfold IsGreen
    simp only [H]
    rw [← fromBlocks_one, fromBlocks_smul, sub_eq_add_neg, fromBlocks_neg, fromBlocks_add,
      fromBlocks_multiply, fromBlocks_inj]
    refine ⟨?_, ?_, ?_, ?_⟩ <;>
      simp only [smul_zero, neg_zero, add_zero, zero_add, Matrix.neg_mul, Matrix.smul_mul,
        Matrix.one_mul] <;> module
  · unfold IsGreen
    simp only [H, toBlocks_fromBlocks₂₂, sub_zero, Matrix.smul_mul, Matrix.one_mul]
    module

end

end CubicSiteSymmetry
```

```lean
#print axioms CubicSiteSymmetry.green_orbital_block_scalar
-- 'CubicSiteSymmetry.green_orbital_block_scalar' depends on axioms: [propext, Classical.choice, Quot.sound]
#print axioms CubicSiteSymmetry.cubic_dyson
-- 'CubicSiteSymmetry.cubic_dyson' depends on axioms: [propext, Classical.choice, Quot.sound]
#print axioms CubicSiteSymmetry.twofold_not_enough
-- 'CubicSiteSymmetry.twofold_not_enough' depends on axioms: [propext, Classical.choice, Quot.sound]
#print axioms CubicSiteSymmetry.threefold_not_enough
-- 'CubicSiteSymmetry.threefold_not_enough' depends on axioms: [propext, Classical.choice, Quot.sound]
```
